# A coupled-cluster pair residual transforms as a tensor under separate occupied and virtual rotations

A correlation calculation on a molecule can start from canonical orbitals, which diagonalise the Fock operator, or from localised ones, which follow bonds and lone pairs. The two sets are related by one unitary matrix among the occupied orbitals and another among the virtual ones, and the reference determinant changes at most by a phase. The pair amplitudes and the equations that fix them look quite different in the two sets. Does the correlation energy depend on the choice?

For the pair residual below, with all amplitudes retained, it does not: solutions map to solutions, and each keeps its energy. A localised calculation with this model can therefore be compared directly with a canonical one, as long as no pairs or virtual orbitals are discarded.

## The pair equations and their energy

Let $i,j,k,l$ label occupied and $a,b,c,d$ virtual orbitals, both finite in number. The scalars `𝕜` are real or complex, and the orbital sets are the types `occ` and `vir`; `n` stands for any finite index set.

```lean
import Mathlib

open Matrix
open scoped Kronecker

namespace PairResidualInvariance

noncomputable section

variable {𝕜 occ vir n : Type*} [RCLike 𝕜] [Fintype occ] [Fintype vir] [Fintype n]
```

The data are the occupied and virtual Fock blocks $f_{ki}$ and $f_{ac}$ (`fo` and `fv`), the integrals $v_{ijab}=\langle ab|v|ij\rangle$, the particle-particle interaction $w_{abcd}=\langle ab|w|cd\rangle$ and the amplitudes $t_{ijab}$. The residual is

$$
\begin{aligned}
R_{ijab}={}&v_{ijab}+\sum_c\left(f_{ac}t_{ijcb}+f_{bc}t_{ijac}\right)-\sum_k\left(f_{ki}t_{kjab}+f_{kj}t_{ikab}\right)\\
&+\sum_{cd}w_{abcd}t_{ijcd}+\sum_{klcd}t_{ijcd}\,v^*_{klcd}\,t_{klab},
\end{aligned}
$$

and the amplitudes solve the pair equations when $R=0$. The conjugate $v^*_{klcd}$ is the integral with bra and ket exchanged; for real orbitals the star does nothing.

This is a model of coupled-cluster doubles with one quadratic contraction. The full doubles equations also contain a hole-hole ladder, ring terms and further quadratic terms. The arrays are general: neither Hermiticity nor permutation symmetry is assumed. In Lean an array with four indices is a matrix whose row is the pair $(i,j)$ and whose column is the pair $(a,b)$.

```lean
/-- The pair residual `R_ijab`, with occupied and virtual Fock blocks `fo`, `fv`, integrals
`v_ijab`, particle-particle interaction `w_abcd` and amplitudes `t_ijab`. For real scalars `star`
does nothing. -/
def residual (fo : Matrix occ occ 𝕜) (fv : Matrix vir vir 𝕜)
    (v : Matrix (occ × occ) (vir × vir) 𝕜) (w : Matrix (vir × vir) (vir × vir) 𝕜)
    (t : Matrix (occ × occ) (vir × vir) 𝕜) : Matrix (occ × occ) (vir × vir) 𝕜 :=
  Matrix.of fun (i, j) (a, b) =>
    v (i, j) (a, b)
    + ∑ c, (fv a c * t (i, j) (c, b) + fv b c * t (i, j) (a, c))
    - ∑ k, (fo k i * t (k, j) (a, b) + fo k j * t (i, k) (a, b))
    + ∑ c, ∑ d, w (a, b) (c, d) * t (i, j) (c, d)
    + ∑ k, ∑ l, ∑ c, ∑ d, t (i, j) (c, d) * star (v (k, l) (c, d)) * t (k, l) (a, b)
```

The energy expression is $E=\sum_{ijab}v^*_{ijab}t_{ijab}$, without the prefactors or exchange combinations that a particular spin convention would add.

```lean
/-- The sum of `v* t` over all occupied pairs `p` and virtual pairs `q`. -/
def energy (v t : Matrix (occ × occ) (vir × vir) 𝕜) : 𝕜 :=
  ∑ p, ∑ q, star (v p q) * t p q
```

## How each array follows the orbitals

Let the new orbitals be $\varphi'_p=\sum_q U_{pq}\varphi_q$. An operator with elements $A_{pq}=\langle p|A|q\rangle$ then has

$$A'_{pq}=\sum_{rs}U^*_{pr}A_{rs}U_{qs},\qquad A'=U^*AU^{T},$$

where $U^*$ is the entrywise conjugate.

```lean
/-- Matrix elements of an operator after the orbital change `φ'_p = ∑ U_pq φ_q`:
the bra index takes the conjugate of `U`, the ket index takes `U`. -/
def rotateOp (U A : Matrix n n 𝕜) : Matrix n n 𝕜 := U.map star * A * Uᵀ
```

From here on $O$ changes the occupied orbitals and $U$ the virtual ones. In $v_{ijab}=\langle ab|v|ij\rangle$ the occupied indices sit in the ket and the virtual ones in the bra, so the former take $O$ and the latter $U^*$. With $P=O\otimes O$ and $Q=U\otimes U$, the integrals transform as $v'=PvQ^\dagger$. The amplitudes are the coefficients of the operator $T=\sum_{ijab}t_{ijab}|ab\rangle\langle ij|$. For unitary $O$ and $U$ the new orbitals are again orthonormal, so $t_{ijab}=\langle ab|T|ij\rangle$ in both sets and the amplitudes follow the same rule, $t'=PtQ^\dagger$.

```lean
/-- Amplitudes or integrals `t_ijab` after a unitary change `O` of the occupied and `U` of the
virtual orbitals. -/
def rotate (O : Matrix occ occ 𝕜) (U : Matrix vir vir 𝕜)
    (t : Matrix (occ × occ) (vir × vir) 𝕜) : Matrix (occ × occ) (vir × vir) 𝕜 :=
  (O ⊗ₖ O) * t * (U ⊗ₖ U)ᴴ
```

Written out, this is the tensor law with one orbital matrix for each index,

$$t'_{ijab}=\sum_{cdkl}O_{ik}O_{jl}\,t_{klcd}\,(U_{ac}U_{bd})^*,$$

and it follows by expanding the matrix products and the Kronecker products.

```lean
/-- In components, each of the four indices of `t_ijab` is transformed by its own orbital
matrix, the virtual ones with complex conjugation. -/
theorem rotate_apply (O : Matrix occ occ 𝕜) (U : Matrix vir vir 𝕜)
    (t : Matrix (occ × occ) (vir × vir) 𝕜) (i j : occ) (a b : vir) :
    rotate O U t (i, j) (a, b) =
      ∑ c, ∑ d, ∑ k, ∑ l, O i k * O j l * t (k, l) (c, d) * star (U a c * U b d) := by
  simp only [rotate, Matrix.mul_apply, Fintype.sum_prod_type, Finset.sum_mul,
    Matrix.conjTranspose_apply, Matrix.kroneckerMap_apply]
```

The residual will need transposed operators. Transposing $A'=U^*AU^T$ reverses the order and gives $A'^T=UA^TU^\dagger$.

```lean
/-- The transpose of a rotated operator matrix is the transposed matrix multiplied by `U` on the
left and by `Uᴴ` on the right. -/
theorem transpose_rotateOp (U A : Matrix n n 𝕜) : (rotateOp U A)ᵀ = U * Aᵀ * Uᴴ := by
  have h : (U.map star)ᵀ = Uᴴ := rfl
  rw [rotateOp, Matrix.transpose_mul, Matrix.transpose_mul, Matrix.transpose_transpose, h,
    ← Matrix.mul_assoc]
```

## One-particle operators acting on pairs

The Fock terms act on one member of a pair at a time. For a one-particle matrix $f$, define $S(f)=f\otimes1+1\otimes f$, called `pairSum` in the code.

```lean
variable [DecidableEq occ] [DecidableEq vir] [DecidableEq n]

/-- A one-particle operator acting on a pair: on the first particle plus on the second. -/
def pairSum (f : Matrix n n 𝕜) : Matrix (n × n) (n × n) 𝕜 := f ⊗ₖ 1 + 1 ⊗ₖ f
```

A unitary $U$ gives a unitary $Q$, since

$$Q^\dagger Q=(U^\dagger\otimes U^\dagger)(U\otimes U)=U^\dagger U\otimes U^\dagger U=1.$$

```lean
/-- A unitary change of orbitals acts unitarily on orbital pairs. -/
theorem pair_unitary {U : Matrix n n 𝕜} (hU : U ∈ Matrix.unitaryGroup n 𝕜) :
    (U ⊗ₖ U)ᴴ * (U ⊗ₖ U) = 1 := by
  have h : Uᴴ * U = 1 := Matrix.mem_unitaryGroup_iff'.1 hU
  rw [Matrix.conjTranspose_kronecker, ← Matrix.mul_kronecker_mul, h, Matrix.one_kronecker_one]
```

The pair operator is then carried along by $Q$:

$$Q\,S(f)\,Q^\dagger=UfU^\dagger\otimes UU^\dagger+UU^\dagger\otimes UfU^\dagger=S(UfU^\dagger).$$

Unitarity turns the spectator factor $UU^\dagger$ back into the identity. The `simp only` call distributes the products over the sum and then uses $UU^\dagger=1$ as `h`.

```lean
/-- For unitary `U`, conjugating a one-particle operator by `U` conjugates its action on
pairs by `U ⊗ U`. -/
theorem pairSum_conj {U : Matrix n n 𝕜} (hU : U ∈ Matrix.unitaryGroup n 𝕜)
    (f : Matrix n n 𝕜) :
    pairSum (U * f * Uᴴ) = (U ⊗ₖ U) * pairSum f * (U ⊗ₖ U)ᴴ := by
  have h : U * Uᴴ = 1 := Matrix.mem_unitaryGroup_iff.1 hU
  simp only [pairSum, Matrix.conjTranspose_kronecker, Matrix.mul_add, Matrix.add_mul,
    ← Matrix.mul_kronecker_mul, Matrix.mul_one, h]
```

## The residual as a Riccati expression

In pair space the index sums become matrix products:

$$R=v+t\,S(f_v^T)-S(f_o^T)\,t+t\,w^T+t\,v^\dagger t,$$

with $f_o$ and $f_v$ the two Fock blocks. For the virtual Fock term, for instance,

$$\left(t\,S(f_v^T)\right)_{ijab}=\sum_{cd}t_{ijcd}\left(f_{ac}\delta_{db}+\delta_{ca}f_{bd}\right)=\sum_c\left(f_{ac}t_{ijcb}+f_{bc}t_{ijac}\right).$$

The occupied term works in the same way from the left. The ladder term is $(t\,w^T)_{ijab}=\sum_{cd}t_{ijcd}w_{abcd}$, and $t\,v^\dagger t$ gives the quadratic sum.

The proof compares components. Its steps `h1` and `h2` treat the Fock terms, where the auxiliary `s` removes the Kronecker delta that needs the two sums exchanged; `h3` and `h4` treat the ladder and quadratic terms.

```lean
/-- In the space of orbital pairs the residual is a quadratic matrix expression of
Riccati form. -/
theorem residual_eq_matrix (fo : Matrix occ occ 𝕜) (fv : Matrix vir vir 𝕜)
    (v : Matrix (occ × occ) (vir × vir) 𝕜) (w : Matrix (vir × vir) (vir × vir) 𝕜)
    (t : Matrix (occ × occ) (vir × vir) 𝕜) :
    residual fo fv v w t =
      v + t * pairSum fvᵀ - pairSum foᵀ * t + t * wᵀ + t * vᴴ * t := by
  ext ⟨i, j⟩ ⟨a, b⟩
  -- virtual Fock terms
  have h1 : (t * pairSum fvᵀ) (i, j) (a, b) =
      ∑ c, (fv a c * t (i, j) (c, b) + fv b c * t (i, j) (a, c)) := by
    have s : ∑ c, ∑ d, t (i, j) (c, d) * ((1 : Matrix vir vir 𝕜) c a * fv b d) =
        ∑ c, fv b c * t (i, j) (a, c) := by
      rw [Finset.sum_comm]
      simp [Matrix.one_apply, mul_comm]
    simp only [pairSum, Matrix.mul_apply, Fintype.sum_prod_type, Matrix.add_apply,
      Matrix.kroneckerMap_apply, Matrix.transpose_apply, mul_add, Finset.sum_add_distrib, s]
    simp [Matrix.one_apply, mul_comm]
  -- occupied Fock terms
  have h2 : (pairSum foᵀ * t) (i, j) (a, b) =
      ∑ k, (fo k i * t (k, j) (a, b) + fo k j * t (i, k) (a, b)) := by
    have s : ∑ k, ∑ l, (1 : Matrix occ occ 𝕜) i k * fo l j * t (k, l) (a, b) =
        ∑ k, fo k j * t (i, k) (a, b) := by
      rw [Finset.sum_comm]
      simp [Matrix.one_apply]
    simp only [pairSum, Matrix.mul_apply, Fintype.sum_prod_type, Matrix.add_apply,
      Matrix.kroneckerMap_apply, Matrix.transpose_apply, add_mul, Finset.sum_add_distrib, s]
    simp [Matrix.one_apply]
  -- ladder term and quadratic term
  have h3 : (t * wᵀ) (i, j) (a, b) = ∑ c, ∑ d, w (a, b) (c, d) * t (i, j) (c, d) := by
    rw [Matrix.mul_apply, Fintype.sum_prod_type]
    exact Finset.sum_congr rfl fun c _ => Finset.sum_congr rfl fun d _ => mul_comm _ _
  have h4 : (t * vᴴ * t) (i, j) (a, b) = ∑ k, ∑ l, ∑ c, ∑ d,
      t (i, j) (c, d) * star (v (k, l) (c, d)) * t (k, l) (a, b) := by
    simp only [Matrix.mul_apply, Fintype.sum_prod_type, Finset.sum_mul,
      Matrix.conjTranspose_apply]
  simp only [Matrix.add_apply, Matrix.sub_apply, h1, h2, h3, h4, residual, Matrix.of_apply]
```

## Covariance of the residual

The rotation is undone by the adjoint matrices, because $P^\dagger(PtQ^\dagger)Q=t$.

```lean
variable {O : Matrix occ occ 𝕜} {U : Matrix vir vir 𝕜}

/-- A unitary change of orbitals is undone by the adjoint matrices. -/
theorem rotate_inverse (hO : O ∈ Matrix.unitaryGroup occ 𝕜)
    (hU : U ∈ Matrix.unitaryGroup vir 𝕜) (t : Matrix (occ × occ) (vir × vir) 𝕜) :
    rotate Oᴴ Uᴴ (rotate O U t) = t := by
  unfold rotate
  rw [← Matrix.conjTranspose_kronecker, ← Matrix.conjTranspose_kronecker,
    Matrix.conjTranspose_conjTranspose]
  calc _ = ((O ⊗ₖ O)ᴴ * (O ⊗ₖ O)) * t * ((U ⊗ₖ U)ᴴ * (U ⊗ₖ U)) := by
        simp only [Matrix.mul_assoc]
    _ = t := by rw [pair_unitary hO, pair_unitary hU, Matrix.one_mul, Matrix.mul_one]
```

Now transform everything. The operator rules give $S(f_v'^T)=Q\,S(f_v^T)\,Q^\dagger$, $S(f_o'^T)=P\,S(f_o^T)\,P^\dagger$ and $w'^T=Qw^TQ^\dagger$. Term by term,

$$
\begin{aligned}
t'S(f_v'^T)&=Pt\,Q^\dagger Q\,S(f_v^T)Q^\dagger=P\left[t\,S(f_v^T)\right]Q^\dagger,\\
S(f_o'^T)t'&=P\,S(f_o^T)P^\dagger P\,tQ^\dagger=P\left[S(f_o^T)t\right]Q^\dagger,\\
t'w'^T&=Pt\,Q^\dagger Q\,w^TQ^\dagger=P\left[t\,w^T\right]Q^\dagger,\\
t'v'^\dagger t'&=Pt\,Q^\dagger Q\,v^\dagger P^\dagger P\,tQ^\dagger=P\left[t\,v^\dagger t\right]Q^\dagger.
\end{aligned}
$$

Together with $v'=PvQ^\dagger$ this is $R'=PRQ^\dagger$: the residual transforms exactly like the amplitudes.

In the theorem, `rotateOp (U ⊗ₖ U) w` is the two-particle version of the operator rule. The facts `cO` and `cU` are the cancellations $P^\dagger P=1$ and $Q^\dagger Q=1$. The first `simp only` passes to the Riccati form, and the second expands both sides and cancels.

```lean
/-- Orbital covariance: when Fock blocks, integrals and amplitudes are all transformed by
unitary occupied and virtual matrices, the residual transforms like the amplitudes. -/
theorem residual_covariant (hO : O ∈ Matrix.unitaryGroup occ 𝕜)
    (hU : U ∈ Matrix.unitaryGroup vir 𝕜) (fo : Matrix occ occ 𝕜) (fv : Matrix vir vir 𝕜)
    (v : Matrix (occ × occ) (vir × vir) 𝕜) (w : Matrix (vir × vir) (vir × vir) 𝕜)
    (t : Matrix (occ × occ) (vir × vir) 𝕜) :
    residual (rotateOp O fo) (rotateOp U fv) (rotate O U v) (rotateOp (U ⊗ₖ U) w)
      (rotate O U t) = rotate O U (residual fo fv v w t) := by
  -- adjacent unitary factors cancel
  have cO : ∀ Z : Matrix (occ × occ) (vir × vir) 𝕜, (O ⊗ₖ O)ᴴ * ((O ⊗ₖ O) * Z) = Z :=
    fun Z => by rw [← Matrix.mul_assoc, pair_unitary hO, Matrix.one_mul]
  have cU : ∀ Z : Matrix (vir × vir) (vir × vir) 𝕜, (U ⊗ₖ U)ᴴ * ((U ⊗ₖ U) * Z) = Z :=
    fun Z => by rw [← Matrix.mul_assoc, pair_unitary hU, Matrix.one_mul]

  simp only [residual_eq_matrix, transpose_rotateOp, pairSum_conj hU, pairSum_conj hO]
  simp only [rotate, Matrix.conjTranspose_mul, Matrix.conjTranspose_conjTranspose,
    Matrix.mul_add, Matrix.add_mul, Matrix.mul_sub, Matrix.sub_mul, Matrix.mul_assoc,
    cO, cU]
```

If $R=0$, then $R'=P\,0\,Q^\dagger=0$. Conversely, if $R'=0$, undoing the rotation gives $R=P^\dagger R'Q=0$. These are the two branches of the next proof.

```lean
/-- Under unitary changes of the occupied and virtual orbitals, amplitudes solve the pair
equations exactly when the transformed amplitudes solve the transformed equations. -/
theorem solution_iff (hO : O ∈ Matrix.unitaryGroup occ 𝕜)
    (hU : U ∈ Matrix.unitaryGroup vir 𝕜) (fo : Matrix occ occ 𝕜) (fv : Matrix vir vir 𝕜)
    (v : Matrix (occ × occ) (vir × vir) 𝕜) (w : Matrix (vir × vir) (vir × vir) 𝕜)
    (t : Matrix (occ × occ) (vir × vir) 𝕜) :
    residual (rotateOp O fo) (rotateOp U fv) (rotate O U v) (rotateOp (U ⊗ₖ U) w)
      (rotate O U t) = 0 ↔ residual fo fv v w t = 0 := by
  rw [residual_covariant hO hU]
  constructor
  · intro h
    rw [← rotate_inverse hO hU (residual fo fv v w t), h]
    simp [rotate]
  · intro h
    rw [h]
    simp [rotate]
```

## Energies in the two orbital sets

The energy is a trace over virtual pairs, $E=\operatorname{tr}(v^\dagger t)$. Hence

$$E'=\operatorname{tr}(Qv^\dagger P^\dagger P\,tQ^\dagger)=\operatorname{tr}(Qv^\dagger tQ^\dagger)=\operatorname{tr}(v^\dagger tQ^\dagger Q)=E,$$

where the third equality is cyclicity, `Matrix.trace_mul_comm` in the proof. This holds for any amplitudes, whether or not they solve the equations.

```lean
/-- The sum of `v* t` is unchanged when integrals and amplitudes are transformed by the same
unitary occupied and virtual matrices. -/
theorem energy_rotate (hO : O ∈ Matrix.unitaryGroup occ 𝕜)
    (hU : U ∈ Matrix.unitaryGroup vir 𝕜) (v t : Matrix (occ × occ) (vir × vir) 𝕜) :
    energy (rotate O U v) (rotate O U t) = energy v t := by
  -- the energy is a trace over virtual pairs
  have tr : ∀ x y : Matrix (occ × occ) (vir × vir) 𝕜, energy x y = (xᴴ * y).trace := by
    intro x y
    simp only [energy, Matrix.trace, Matrix.diag_apply, Matrix.mul_apply,
      Matrix.conjTranspose_apply]
    exact Finset.sum_comm
  have h : (rotate O U v)ᴴ * rotate O U t =
      (U ⊗ₖ U) * (vᴴ * ((O ⊗ₖ O)ᴴ * (O ⊗ₖ O)) * t * (U ⊗ₖ U)ᴴ) := by
    simp only [rotate, Matrix.conjTranspose_mul, Matrix.conjTranspose_conjTranspose,
      Matrix.mul_assoc]
  rw [tr, tr, h, pair_unitary hO, Matrix.mul_one, Matrix.trace_mul_comm, Matrix.mul_assoc,
    pair_unitary hU, Matrix.mul_one]
```

The pair equations are quadratic and may have several solutions or none, so the invariant object is the set of energies over all solutions. A solution $t$ in the old orbitals gives $PtQ^\dagger$ in the new ones, with the same energy. A solution $s$ in the new orbitals comes from $P^\dagger sQ$, since rotating that forward returns $s$. The two sets are therefore equal. Which solution an iterative solver reaches from a given starting guess is a separate question.

```lean
/-- The set of values of `∑ v* t` over all solutions of the pair equations is the same
before and after unitary changes of the occupied and virtual orbitals. -/
theorem solution_energies_invariant (hO : O ∈ Matrix.unitaryGroup occ 𝕜)
    (hU : U ∈ Matrix.unitaryGroup vir 𝕜) (fo : Matrix occ occ 𝕜) (fv : Matrix vir vir 𝕜)
    (v : Matrix (occ × occ) (vir × vir) 𝕜) (w : Matrix (vir × vir) (vir × vir) 𝕜) :
    {E | ∃ t, residual (rotateOp O fo) (rotateOp U fv) (rotate O U v)
      (rotateOp (U ⊗ₖ U) w) t = 0 ∧ energy (rotate O U v) t = E} =
    {E | ∃ t, residual fo fv v w t = 0 ∧ energy v t = E} := by
  have hO' : Oᴴ ∈ Matrix.unitaryGroup occ 𝕜 := Matrix.mem_unitaryGroup_iff.2 (by
    rw [Matrix.star_eq_conjTranspose, Matrix.conjTranspose_conjTranspose]
    exact Matrix.mem_unitaryGroup_iff'.1 hO)
  have hU' : Uᴴ ∈ Matrix.unitaryGroup vir 𝕜 := Matrix.mem_unitaryGroup_iff.2 (by
    rw [Matrix.star_eq_conjTranspose, Matrix.conjTranspose_conjTranspose]
    exact Matrix.mem_unitaryGroup_iff'.1 hU)
  ext E
  constructor
  · rintro ⟨s, hs, rfl⟩
    -- every solution in the new orbitals is the image of one in the old orbitals
    have e : rotate O U (rotate Oᴴ Uᴴ s) = s := by
      have h := rotate_inverse hO' hU' s
      rwa [Matrix.conjTranspose_conjTranspose, Matrix.conjTranspose_conjTranspose] at h
    rw [← e] at hs
    refine ⟨rotate Oᴴ Uᴴ s, (solution_iff hO hU fo fv v w _).1 hs, ?_⟩
    rw [← energy_rotate hO hU, e]
  · rintro ⟨t, ht, rfl⟩
    exact ⟨rotate O U t, (solution_iff hO hU fo fv v w t).2 ht, energy_rotate hO hU v t⟩

end

end PairResidualInvariance
```

```lean
#print axioms PairResidualInvariance.rotate_apply
-- 'PairResidualInvariance.rotate_apply' depends on axioms: [propext, Classical.choice, Quot.sound]
#print axioms PairResidualInvariance.residual_covariant
-- 'PairResidualInvariance.residual_covariant' depends on axioms: [propext, Classical.choice, Quot.sound]
#print axioms PairResidualInvariance.solution_energies_invariant
-- 'PairResidualInvariance.solution_energies_invariant' depends on axioms: [propext, Classical.choice, Quot.sound]
```

## One occupied and one virtual orbital

With a single orbital of each kind the arrays are numbers and the pair equation reads

$$v+\Delta\,t+v^*t^2=0,\qquad \Delta=2(f_v-f_o)+w.$$

The unitary matrices are phases, $O=e^{i\alpha}$ and $U=e^{i\beta}$. They leave $\Delta$ alone and multiply both $v$ and $t$ by $e^{i\theta}$ with $\theta=2(\alpha-\beta)$. Every term of the equation then acquires the same factor $e^{i\theta}$. Without the conjugate, the quadratic term would acquire $e^{3i\theta}$ instead.

Multiplying the equation by $v^*$ and setting $E=v^*t$ gives

$$E^2+\Delta E+|v|^2=0,$$

from which the phases have disappeared. For real scalars with $\Delta^2<4v^2$ there is no solution, and the set of energies is empty in both orbital choices. This failure belongs to the model: for two electrons of opposite spin in one occupied and one virtual spatial orbital, the quadratic term of the full doubles equation has the opposite sign, and with real orbitals a real solution always exists.
